# The Coleman bound on orbital occupation in a finite one-particle basis

Fermions are described here in first quantisation: a state of $n$ particles is a function $F:X^n\to\mathbb C$ that changes sign under exchange of any two particles, and no Fock space is built. The finite set $X$ labels orthonormal one-particle states, including spin. Continuous space and mixed states are not covered.

```lean
import Mathlib

open Finset
open scoped ComplexConjugate

namespace ColemanBound

noncomputable section

variable {X : Type*} [Fintype X] {n N : ℕ}
```

Write $\|f\|^2$ for `sqNorm f` and $\langle f,g\rangle$ for `braket f g`. Neither $F$ nor the orbital $\varphi:X\to\mathbb C$ need be normalised.

```lean
/-- The squared norm of a complex function on a finite set. -/
def sqNorm {α : Type*} [Fintype α] (f : α → ℂ) : ℝ := ∑ x, ‖f x‖ ^ 2

/-- The inner product of two complex functions, conjugate-linear in the first. -/
def braket {α : Type*} [Fintype α] (f g : α → ℂ) : ℂ := ∑ x, conj (f x) * g x
```

In Lean a configuration is a map `Fin n → X`, with particles numbered from 0. Antisymmetry is a hypothesis on such a function.

```lean
/-- A wavefunction is antisymmetric if exchanging any two particles flips its sign. -/
def IsAntisymmetric {X : Type*} (F : (Fin n → X) → ℂ) : Prop :=
  ∀ i j, i ≠ j → ∀ x, F (x ∘ Equiv.swap i j) = -F x
```

The contraction $C F(x)=\sum_y\overline{\varphi(y)}F(y,x)$ removes particle 0 from an $(N+1)$-particle state. With the usual normalisation, the annihilation operator is $a(\varphi)=\sqrt{N+1}\,C$; the code leaves out the root.

```lean
/-- The contraction of the first particle of `F` with the orbital `φ`. -/
def contract (φ : X → ℂ) (F : (Fin (N + 1) → X) → ℂ) (x : Fin N → X) : ℂ :=
  ∑ y, conj (φ y) * F (Fin.cons y x)
```

Let $x[i\to y]$ be $x$ with particle $i$ moved to $y$. Then `slot φ i` is $P_i=|\varphi\rangle\langle\varphi|$ on particle $i$,
$$P_iF(x)=\varphi(x_i)\sum_y\overline{\varphi(y)}\,F(x[i\to y]),$$
and `numberOp φ` is $Q=\sum_iP_i$. For $\|\varphi\|=1$ this is the number operator of $\varphi$; otherwise it is that operator times $\|\varphi\|^2$.

```lean
/-- The one-particle operator `|φ⟩⟨φ|` acting on particle `i`. -/
def slot (φ : X → ℂ) (i : Fin n) (F : (Fin n → X) → ℂ) (x : Fin n → X) : ℂ :=
  φ (x i) * ∑ y, conj (φ y) * F (Function.update x i y)

/-- The sum over all particles of the operator `|φ⟩⟨φ|`. -/
def numberOp (φ : X → ℂ) (F : (Fin n → X) → ℂ) (x : Fin n → X) : ℂ :=
  ∑ i, slot φ i F x
```

## (a) Norm and inner product

Show that $\langle f,f\rangle=\|f\|^2$.

**Solution.** Each term is $\overline{f(x)}f(x)=|f(x)|^2$; sum over $x$.

```lean
/-- The inner product of a function with itself is its squared norm. -/
theorem braket_self {α : Type*} [Fintype α] (f : α → ℂ) :
    braket f f = (sqNorm f : ℂ) := by
  simp only [braket, sqNorm, Complex.ofReal_sum, Complex.ofReal_pow, Complex.conj_mul']
```

## (b) Functions of zero norm

Show that $\|f\|^2=0$ exactly when $f=0$.

**Solution.** A sum of non-negative terms vanishes only if every $|f(x)|^2$ does. The converse is immediate.

```lean
/-- Only the zero function has squared norm zero. -/
theorem sqNorm_eq_zero {α : Type*} [Fintype α] {f : α → ℂ} : sqNorm f = 0 ↔ f = 0 := by
  constructor
  · intro h
    rw [sqNorm, Finset.sum_eq_zero_iff_of_nonneg (fun x _ => sq_nonneg _)] at h
    funext x
    simpa using h x (mem_univ x)
  · rintro rfl
    simp [sqNorm]
```

## (c) Symmetry of the one-particle operator

Show that $\langle f,P_ig\rangle=\langle P_if,g\rangle$.

**Solution.** The left side is
$$\sum_{x,y}\overline{f(x)}\,\varphi(x_i)\,\overline{\varphi(y)}\,g(x[i\to y]).$$
The map $(x,y)\mapsto(x[i\to y],x_i)$ is its own inverse, so it only reorders the sum, which becomes
$$\sum_{x,y}\overline{f(x[i\to y])}\,\varphi(y)\,\overline{\varphi(x_i)}\,g(x)=\langle P_if,g\rangle.$$
In the proof this map is `e`.

```lean
/-- The operator `|φ⟩⟨φ|` on particle `i` is symmetric for the inner product. -/
theorem slot_symm (φ : X → ℂ) (i : Fin n) (f g : (Fin n → X) → ℂ) :
    braket f (slot φ i g) = braket (slot φ i f) g := by
  -- exchange the coordinate of particle `i` with the integration variable
  let e : ((Fin n → X) × X) ≃ ((Fin n → X) × X) :=
    { toFun := fun p => (Function.update p.1 i p.2, p.1 i)
      invFun := fun p => (Function.update p.1 i p.2, p.1 i)
      left_inv := fun p => by simp
      right_inv := fun p => by simp }
  calc braket f (slot φ i g)
      = ∑ p : (Fin n → X) × X, conj (f p.1) *
          (φ (p.1 i) * (conj (φ p.2) * g (Function.update p.1 i p.2))) := by
        simp only [braket, slot, Finset.mul_sum, Fintype.sum_prod_type]
    _ = ∑ p : (Fin n → X) × X, conj (f (Function.update p.1 i p.2)) *
          (φ p.2 * (conj (φ (p.1 i)) * g p.1)) :=
        Fintype.sum_equiv e _ _ (fun p => by simp [e])
    _ = braket (slot φ i f) g := by
        simp only [braket, slot, map_mul, map_sum, Complex.conj_conj, Finset.mul_sum,
          Finset.sum_mul, Fintype.sum_prod_type]
        refine sum_congr rfl fun x _ => sum_congr rfl fun y _ => ?_
        ring
```

## (d) Acting twice on one particle

Show that $P_i^2F=\|\varphi\|^2P_iF$.

**Solution.** The inner contraction $S=\sum_z\overline{\varphi(z)}F(x[i\to z])$ does not depend on where the outer sum puts particle $i$. Hence
$$P_i^2F(x)=\varphi(x_i)\sum_y\overline{\varphi(y)}\varphi(y)\,S=\|\varphi\|^2\,\varphi(x_i)S.$$
The `generalize` step gives $S$ its name.

```lean
/-- Applying `|φ⟩⟨φ|` twice to the same particle multiplies by the squared norm of `φ`. -/
theorem slot_slot_self (φ : X → ℂ) (i : Fin n) (F : (Fin n → X) → ℂ) (x : Fin n → X) :
    slot φ i (slot φ i F) x = (sqNorm φ : ℂ) * slot φ i F x := by
  rw [← braket_self]
  simp only [braket, slot, Function.update_self, Function.update_idem]
  generalize (∑ z, conj (φ z) * F (Function.update x i z)) = S
  rw [Finset.sum_mul, Finset.mul_sum]
  refine sum_congr rfl fun y _ => ?_
  ring
```

## (e) Two particles in one orbital

For antisymmetric $F$ and $i\ne j$, show that $P_iP_jF=0$.

**Solution.** We have $P_iP_jF(x)=\varphi(x_i)\varphi(x_j)D$, with
$$D=\sum_{y,z}\overline{\varphi(y)}\,\overline{\varphi(z)}\,F(x[i\to y,\,j\to z]).$$
Interchanging the names $y$ and $z$ leaves the orbital factors alone and exchanges two particles in $F$. Thus $D=-D$, so $D=0$. The exchange is `hs` and the equation $D=-D$ is `hD`.

```lean
/-- Pauli principle: applying `|φ⟩⟨φ|` to two different particles of an antisymmetric wavefunction,
with the same `φ`, gives zero. -/
theorem pauli (φ : X → ℂ) {F : (Fin n → X) → ℂ} (hF : IsAntisymmetric F)
    {i j : Fin n} (hij : i ≠ j) (x : Fin n → X) : slot φ i (slot φ j F) x = 0 := by
  have hs : ∀ y z, F (Function.update (Function.update x i y) j z)
      = -F (Function.update (Function.update x i z) j y) := by
    intro y z
    rw [← hF i j hij]
    congr 1
    funext k
    by_cases hi : k = i
    · simp [hi, hij]
    · by_cases hj : k = j
      · simp [hj, hij]
      · simp [Equiv.swap_apply_of_ne_of_ne hi hj, hi, hj]
  -- the double contraction equals its own negative
  have hD : ∑ y, ∑ z, conj (φ y) *
        (conj (φ z) * F (Function.update (Function.update x i y) j z))
      = -∑ y, ∑ z, conj (φ y) *
        (conj (φ z) * F (Function.update (Function.update x i y) j z)) := by
    conv_lhs => rw [Finset.sum_comm]
    simp only [← Finset.sum_neg_distrib]
    refine sum_congr rfl fun y _ => sum_congr rfl fun z _ => ?_
    rw [hs z y]
    ring
  calc slot φ i (slot φ j F) x
      = φ (x i) * φ (x j) * ∑ y, ∑ z, conj (φ y) *
        (conj (φ z) * F (Function.update (Function.update x i y) j z)) := by
        simp only [slot, Function.update_of_ne hij.symm, Finset.mul_sum]
        refine sum_congr rfl fun y _ => sum_congr rfl fun z _ => ?_
        ring
    _ = 0 := by linear_combination (φ (x i) * φ (x j) / 2) * hD
```

## (f) Every particle contributes equally

For antisymmetric $F$ on $X^{N+1}$, show that $\langle F,P_iF\rangle=\|CF\|^2$ for every $i$.

**Solution.** For $i=0$ the first step is empty. For $i\ne0$, exchange particles $0$ and $i$ in the summation variable. Both factors of $F$ change sign, the signs cancel, and $\langle F,P_iF\rangle=\langle F,P_0F\rangle$. Now split off particle 0:
$$\langle F,P_0F\rangle=\sum_{x\in X^N}\Big(\sum_y\overline{F(y,x)}\varphi(y)\Big)\Big(\sum_z\overline{\varphi(z)}F(z,x)\Big)=\sum_x|CF(x)|^2.$$
The proof has the same two stages, `h0` and then the splitting `c`.

```lean
/-- For antisymmetric `F` and every particle `i`, the inner product of `F` with the result of
applying `|φ⟩⟨φ|` to particle `i` of `F` is the squared norm of the contraction with `φ`. -/
theorem slot_expectation (φ : X → ℂ) {F : (Fin (N + 1) → X) → ℂ}
    (hF : IsAntisymmetric F) (i : Fin (N + 1)) :
    braket F (slot φ i F) = (sqNorm (contract φ F) : ℂ) := by
  -- first move particle `i` to the front
  have h0 : braket F (slot φ i F) = braket F (slot φ 0 F) := by
    by_cases hi : i = 0
    · rw [hi]
    let e : (Fin (N + 1) → X) ≃ (Fin (N + 1) → X) :=
      { toFun := fun x => x ∘ Equiv.swap 0 i
        invFun := fun x => x ∘ Equiv.swap 0 i
        left_inv := fun x => by funext k; simp
        right_inv := fun x => by funext k; simp }
    refine Fintype.sum_equiv e _ _ fun x => ?_
    change _ = conj (F (x ∘ Equiv.swap 0 i)) * slot φ 0 F (x ∘ Equiv.swap 0 i)
    have hu : ∀ y, Function.update (x ∘ Equiv.swap 0 i) 0 y
        = Function.update x i y ∘ Equiv.swap 0 i := by
      intro y
      funext k
      by_cases hk : k = 0
      · simp [hk]
      · by_cases hk' : k = i
        · simp [hk', hi, Ne.symm hi]
        · simp [Equiv.swap_apply_of_ne_of_ne hk hk', hk, hk']
    have hx : (x ∘ Equiv.swap 0 i) 0 = x i := by simp
    simp only [slot, hu, hF 0 i (Ne.symm hi), hx, map_neg, mul_neg,
      Finset.sum_neg_distrib, neg_mul, neg_neg]
  -- then split off the first coordinate
  let c : (Fin N → X) × X ≃ (Fin (N + 1) → X) :=
    { toFun := fun p => Fin.cons p.2 p.1
      invFun := fun x => (Fin.tail x, x 0)
      left_inv := fun p => by simp
      right_inv := fun x => by simp }
  rw [h0, ← braket_self]
  unfold braket
  rw [← Equiv.sum_comp c, Fintype.sum_prod_type]
  refine sum_congr rfl fun x _ => ?_
  simp only [c, Equiv.coe_fn_mk, slot, contract, Fin.cons_zero, Fin.update_cons_zero,
    map_sum, map_mul, Complex.conj_conj]
  rw [Finset.sum_mul]
  refine sum_congr rfl fun y _ => ?_
  ring
```

## (g) An exact expression for the gap

For antisymmetric $F$, show that
$$\big\|\,\|\varphi\|^2F-QF\,\big\|^2=\|\varphi\|^2\big(\|\varphi\|^2\|F\|^2-(N+1)\|CF\|^2\big).$$

**Solution.** By (f), and by (c) for the second order of the factors, $\langle F,QF\rangle=\langle QF,F\rangle=(N+1)\|CF\|^2$. By (c), $\langle QF,QF\rangle=\sum_{i,j}\langle F,P_iP_jF\rangle$. Part (e) removes the terms with $i\ne j$, and (d) and (f) turn the rest into $(N+1)\|\varphi\|^2\|CF\|^2$. Expanding the square gives
$$\|\varphi\|^4\|F\|^2-2(N+1)\|\varphi\|^2\|CF\|^2+(N+1)\|\varphi\|^2\|CF\|^2,$$
which is the right side. The products are `hFQ`, `hQF` and `hQQ`, and the expansion is `hexp`.

```lean
/-- The gap in the Coleman bound, times the squared norm of `φ`, is the squared norm of
`‖φ‖² F` minus the number operator applied to `F`. -/
theorem coleman_gap (φ : X → ℂ) {F : (Fin (N + 1) → X) → ℂ} (hF : IsAntisymmetric F) :
    sqNorm (fun x => (sqNorm φ : ℂ) * F x - numberOp φ F x)
      = sqNorm φ * (sqNorm φ * sqNorm F - (N + 1) * sqNorm (contract φ F)) := by
  have hS := slot_expectation φ hF
  have hPP : ∀ i j, braket (slot φ i F) (slot φ j F)
      = if i = j then (sqNorm φ : ℂ) * (sqNorm (contract φ F) : ℂ) else 0 := by
    intro i j
    rw [← slot_symm]
    split_ifs with h
    · subst h
      rw [← hS i]
      simp only [braket, slot_slot_self, Finset.mul_sum]
      refine sum_congr rfl fun x _ => ?_
      ring
    · simp [braket, pauli φ hF h]
  have hFQ : braket F (numberOp φ F) = (N + 1) * (sqNorm (contract φ F) : ℂ) := by
    have h : braket F (numberOp φ F) = ∑ i, braket F (slot φ i F) := by
      simp only [braket, numberOp, Finset.mul_sum]
      exact Finset.sum_comm
    rw [h]
    simp [hS]
  have hQF : braket (numberOp φ F) F = (N + 1) * (sqNorm (contract φ F) : ℂ) := by
    have h : braket (numberOp φ F) F = ∑ i, braket (slot φ i F) F := by
      simp only [braket, numberOp, map_sum, Finset.sum_mul]
      exact Finset.sum_comm
    rw [h]
    simp [← slot_symm, hS]
  have hQQ : braket (numberOp φ F) (numberOp φ F)
      = (N + 1) * ((sqNorm φ : ℂ) * (sqNorm (contract φ F) : ℂ)) := by
    have h : braket (numberOp φ F) (numberOp φ F)
        = ∑ i, ∑ j, braket (slot φ i F) (slot φ j F) := by
      simp only [braket, numberOp, map_sum, Finset.sum_mul_sum]
      rw [Finset.sum_comm]
      exact sum_congr rfl fun i _ => Finset.sum_comm
    rw [h]
    simp [hPP]
  -- expand the square
  have hexp : braket (fun x => (sqNorm φ : ℂ) * F x - numberOp φ F x)
        (fun x => (sqNorm φ : ℂ) * F x - numberOp φ F x)
      = (sqNorm φ : ℂ) * (sqNorm φ : ℂ) * braket F F
        - (sqNorm φ : ℂ) * braket F (numberOp φ F)
        - (sqNorm φ : ℂ) * braket (numberOp φ F) F
        + braket (numberOp φ F) (numberOp φ F) := by
    simp only [braket, Finset.mul_sum, ← Finset.sum_sub_distrib,
      ← Finset.sum_add_distrib, map_sub, map_mul, Complex.conj_ofReal]
    refine sum_congr rfl fun x _ => ?_
    ring
  rw [hFQ, hQF, hQQ, braket_self, braket_self] at hexp
  apply Complex.ofReal_injective
  push_cast
  linear_combination hexp
```

## (h) The bound

For antisymmetric $F$, show that
$$(N+1)\sum_{x\in X^N}\Big|\sum_y\overline{\varphi(y)}F(y,x)\Big|^2\le\|\varphi\|^2\|F\|^2.$$

**Solution.** If $\varphi=0$, both sides vanish. Otherwise the left side of (g) is non-negative and $\|\varphi\|^2>0$, so the bracket in (g) is non-negative.

```lean
/-- Coleman bound: for an antisymmetric state of `N + 1` particles, `N + 1` times the squared
norm of its contraction with `φ` is at most the product of the squared norms. -/
theorem coleman_bound (φ : X → ℂ) {F : (Fin (N + 1) → X) → ℂ} (hF : IsAntisymmetric F) :
    (N + 1) * ∑ x : Fin N → X, ‖∑ y, conj (φ y) * F (Fin.cons y x)‖ ^ 2
      ≤ sqNorm φ * sqNorm F := by
  change (N + 1) * sqNorm (contract φ F) ≤ _
  by_cases hφ : φ = 0
  · subst hφ
    simp [sqNorm, contract]
  have h0 : 0 ≤ sqNorm φ := Finset.sum_nonneg fun x _ => sq_nonneg _
  have hpos : 0 < sqNorm φ := lt_of_le_of_ne h0 fun h => hφ (sqNorm_eq_zero.1 h.symm)
  have hgap : 0 ≤ sqNorm (fun x => (sqNorm φ : ℂ) * F x - numberOp φ F x) :=
    Finset.sum_nonneg fun x _ => sq_nonneg _
  rw [coleman_gap φ hF] at hgap
  exact sub_nonneg.1 (nonneg_of_mul_nonneg_right hgap hpos)
```

For normalised $F$ and $\varphi$ the left side is the occupation of $\varphi$, so in a finite basis no spin orbital of a pure fermionic state holds more than one particle on average, however strongly correlated the state is. This is the Pauli principle in terms of occupations. Coleman's theorem contains the bound and adds a converse: every Hermitian matrix on the one-particle space with eigenvalues between 0 and 1 and trace $N+1$ is the one-particle density matrix of some ensemble of $N+1$ fermions. The converse is not proved here.

**A numerical instance.** Take $X=\{0,1,2\}$, $N=1$, $F(0,1)=1$, $F(1,0)=-1$, all other values zero, and $\varphi=(1,2,2)$. Then $CF=(-2,1,0)$, and the bound reads $2\cdot5=10\le9\cdot2=18$. After normalisation the occupation is $10/18=5/9$. The right side of (g) is $9\cdot8=72$. On the left, $\|\varphi\|^2F-QF$ has the values $4,-4,2$ at $(0,1),(0,2),(1,2)$ and opposite values at the exchanged pairs, so its squared norm is $2(16+16+4)=72$.

**In a calculation.** For normalised $F$, a configuration-interaction code can form
$$\gamma(y,y')=(N+1)\sum_xF(y,x)\overline{F(y',x)}$$
and diagonalise it. The eigenvalues are the occupations of the natural spin orbitals, and one that exceeds 1 by more than rounding error signals a fault. For spin-summed spatial orbitals the limit is 2.

## (i) When the bound is attained

For antisymmetric $F$, show that
$$(N+1)\|CF\|^2=\|\varphi\|^2\|F\|^2\iff QF=\|\varphi\|^2F.$$

**Solution.** If equality holds, the right side of (g) is zero, and (b) gives $QF=\|\varphi\|^2F$. Conversely, that equation makes the left side of (g) zero. For $\varphi\ne0$ divide by $\|\varphi\|^2$; for $\varphi=0$ both sides of the bound are zero.

```lean
/-- The Coleman bound is an equality exactly when the number operator of `φ` multiplies `F`
by the squared norm of `φ`. -/
theorem coleman_equality_iff (φ : X → ℂ) {F : (Fin (N + 1) → X) → ℂ}
    (hF : IsAntisymmetric F) :
    (N + 1) * sqNorm (contract φ F) = sqNorm φ * sqNorm F
      ↔ ∀ x, numberOp φ F x = (sqNorm φ : ℂ) * F x := by
  have hgap := coleman_gap φ hF
  constructor
  · intro h x
    rw [h, sub_self, mul_zero] at hgap
    exact (sub_eq_zero.1 (congrFun (sqNorm_eq_zero.1 hgap) x)).symm
  · intro h
    by_cases hφ : φ = 0
    · subst hφ
      simp [sqNorm, contract]
    have hz : sqNorm (fun x => (sqNorm φ : ℂ) * F x - numberOp φ F x) = 0 :=
      sqNorm_eq_zero.2 (funext fun x => sub_eq_zero.2 (h x).symm)
    rw [hz] at hgap
    have hne : sqNorm φ ≠ 0 := fun h' => hφ (sqNorm_eq_zero.1 h')
    have h2 := (mul_eq_zero.1 hgap.symm).resolve_left hne
    linarith
```

## (j) A filled shell attains it

Let $X=\{0,\dots,N\}$. Its elements are called sites here, and each is a single spin orbital. Let $F(x)=\det(\delta_{x_i,k})_{i,k}$ be the determinant that fills every site.

```lean
/-- The unnormalised Slater determinant of `N + 1` particles filling all `N + 1` site orbitals. -/
def filledShell (N : ℕ) (x : Fin (N + 1) → Fin (N + 1)) : ℂ :=
  ((1 : Matrix (Fin (N + 1)) (Fin (N + 1)) ℂ).submatrix x id).det
```

Let $\delta_a$ be the orbital on site $a$. Show that $F$ is antisymmetric, that $F(0,1,\dots,N)=1$, and that for $\varphi=\delta_a$
$$(N+1)\|CF\|^2=\|\delta_a\|^2\|F\|^2.$$

**Solution.** Exchanging two particles exchanges two rows, which flips the sign. At $(0,1,\dots,N)$ the matrix is the identity. For $\varphi=\delta_a$, $P_iF(x)$ is $F(x)$ if $x_i=a$ and zero otherwise. If the $x_i$ are distinct, exactly one particle sits on $a$, so $QF(x)=F(x)$. If two coincide, two rows are equal and $F(x)=0=QF(x)$. Since $\|\delta_a\|^2=1$, (i) gives the equality.

Here $\|F\|^2=(N+1)!$, so the normalised state has amplitude $1/\sqrt{(N+1)!}$ at $(0,1,\dots,N)$, and each site has occupation 1.

```lean
/-- The filled shell is antisymmetric, has amplitude one at the identity configuration, and
attains the Coleman bound for every site orbital. -/
theorem filledShell_witness (N : ℕ) (a : Fin (N + 1)) :
    IsAntisymmetric (filledShell N) ∧ filledShell N id = 1 ∧
      (N + 1) * sqNorm (contract (Pi.single a (1 : ℂ)) (filledShell N))
        = sqNorm (Pi.single a (1 : ℂ) : Fin (N + 1) → ℂ) * sqNorm (filledShell N) := by
  have hA : IsAntisymmetric (filledShell N) := by
    intro i j hij x
    change (((1 : Matrix (Fin (N + 1)) (Fin (N + 1)) ℂ).submatrix x id).submatrix
      (Equiv.swap i j) id).det = -filledShell N x
    rw [Matrix.det_permute, Equiv.Perm.sign_swap hij]
    simp [filledShell]
  refine ⟨hA, by simp [filledShell], (coleman_equality_iff _ hA).2 fun x => ?_⟩
  have hn : sqNorm (Pi.single a (1 : ℂ) : Fin (N + 1) → ℂ) = 1 := by
    rw [sqNorm, Finset.sum_eq_single a]
    · simp
    · intro b _ hb
      simp [Pi.single_eq_of_ne hb]
    · intro h
      exact absurd (mem_univ a) h
  have hslot : ∀ i, slot (Pi.single a (1 : ℂ)) i (filledShell N) x
      = if x i = a then filledShell N x else 0 := by
    intro i
    by_cases h : x i = a
    · have hu : Function.update x i a = x := by
        rw [← h]
        exact Function.update_eq_self i x
      rw [slot, Finset.sum_eq_single a]
      · simp [h, hu]
      · intro b _ hb
        simp [Pi.single_eq_of_ne hb]
      · intro h'
        exact absurd (mem_univ a) h'
    · simp [slot, h]
  simp only [numberOp, hslot, hn, Complex.ofReal_one, one_mul]
  by_cases hx : Function.Injective x
  · -- exactly one particle sits on site `a`
    obtain ⟨k, hk⟩ := Finite.injective_iff_surjective.1 hx a
    rw [Finset.sum_eq_single k]
    · simp [hk]
    · intro i _ hi
      exact if_neg fun h => hi (hx (h.trans hk.symm))
    · intro h
      exact absurd (mem_univ k) h
  · -- a doubly occupied site makes two rows equal
    simp only [Function.Injective, not_forall] at hx
    obtain ⟨i, j, hij, hne⟩ := hx
    have h0 : filledShell N x = 0 := by
      refine Matrix.det_zero_of_row_eq hne ?_
      funext k
      change (1 : Matrix (Fin (N + 1)) (Fin (N + 1)) ℂ) (x i) k
        = (1 : Matrix (Fin (N + 1)) (Fin (N + 1)) ℂ) (x j) k
      rw [hij]
    simp [h0]

end

end ColemanBound
```

```lean
#print axioms ColemanBound.coleman_bound
```

```
'ColemanBound.coleman_bound' depends on axioms: [propext, Classical.choice, Quot.sound]
```
